# Orthonormality and product rules for the characters Σ⁺, Σ⁻ and E_m of C∞v

Q: Take carbon monoxide and move one electron from the bonding π orbitals to the antibonding π* orbitals. The open shells are a hole in one degenerate pair and an electron in another, and textbooks say that the spatial states are Σ⁺, Σ⁻ and Δ. For a finite group I would check this by summing characters over the elements and dividing by the order of the group. Here the group is infinite. What replaces the sum?

A: An average. The symmetry operations of a linear molecule without an inversion centre are the rotations by an angle $t$ about the axis and the reflections in planes containing it. All reflections are conjugate, so a character has one value on them. I write a character as a pair $f=(f_1,f_2)$, with $f_1(t)$ the value on the rotation by $t$ and $f_2$ the value on reflections. The scalar product is

$$\langle f,g\rangle=\frac12\cdot\frac1{2\pi}\int_0^{2\pi}f_1(t)g_1(t)\,dt+\frac12 f_2g_2 .$$

Q: Why the two halves?

A: Multiplying by a fixed mirror turns every rotation into a reflection and back, so an average that treats all operations alike must give the two families equal weight. No complex conjugate appears because the characters are real:

$$\Sigma^\pm=(1,\pm1),\qquad E_m=(2\cos mt,\,0).$$

In spectroscopic notation $E_1$ is Π and $E_2$ is Δ.

Q: Then derive the states of my excited molecule.

A: For $m\le n$, add the two formulas $\cos(nt\mp mt)=\cos nt\cos mt\pm\sin nt\sin mt$ and double the result:

$$2\cos mt\cdot2\cos nt=2\cos((n-m)t)+2\cos((n+m)t).$$

On reflections the product is $0\cdot0=0+0$. Hence $E_mE_n=E_{n-m}+E_{n+m}$. If $m=n$, the first term is $E_0=(2,0)=(1,1)+(1,-1)=\Sigma^++\Sigma^-$, and so $E_mE_m=\Sigma^++\Sigma^-+E_{2m}$. For $m=1$ these are your three states.

Q: And orthonormality?

A: For an integer $k\ge1$,

$$\int_0^{2\pi}\cos kt\,dt=\frac{\sin 2\pi k}{k}=0 .$$

Take $1\le m\le n$. By the product rule, $\langle E_m,E_n\rangle$ is half the mean of $2\cos((n-m)t)+2\cos((n+m)t)$. The second term averages to zero because $n+m>0$. The first averages to zero if $m<n$ and to 2 if $m=n$, which gives 0 or 1. The case $m>n$ follows by symmetry.

For the rest, let $s$ and $u$ be reflection values. Then $\langle(1,s),(1,u)\rangle=\frac12+\frac12su$, which is 1 for equal signs and 0 for opposite signs when $s,u=\pm1$. Also $\langle(1,s),E_m\rangle=0$ for $m\ge1$, since the cosine averages to zero and the reflection value of $E_m$ is zero.

Q: I accept that. My doubt is about the Lean version. Where is the molecule, or even the group?

A: Neither is there as an object. The file starts from the pairs.

```lean
import Mathlib

open Real

namespace LinearMoleculeCharacters

noncomputable section

/-- The type used to hold class functions of C∞v: any real function of the rotation angle, with no
periodicity or evenness required, together with a real number for the common value on all
reflections. -/
abbrev ClassFn := (ℝ → ℝ) × ℝ
```

Q: `ClassFn` allows any real function of $t$. A true class function has period $2\pi$, and it is even, because a mirror turns the rotation by $t$ into the rotation by $-t$.

A: Yes, the type is wider than the physical set. The characters in the table do satisfy both conditions, and the theorems concern only them and their combinations. Sums and products of pairs are taken componentwise, as for characters of direct sums and tensor products.

```lean
/-- The character of Σ⁺: one on rotations and one on reflections. -/
def sigmaPlus : ClassFn := (fun _ => 1, 1)

/-- The character of Σ⁻: one on rotations and minus one on reflections. -/
def sigmaMinus : ClassFn := (fun _ => 1, -1)

/-- The character E_m: `2 cos (m t)` on the rotation by `t` and zero on reflections. -/
def E (m : ℕ) : ClassFn := (fun t => 2 * Real.cos (m * t), 0)

/-- The scalar product of class functions: half the angular mean of the product plus half the
product of the reflection values. -/
def pairing (f g : ClassFn) : ℝ :=
  1 / 2 * (1 / (2 * π) * ∫ t in (0 : ℝ)..(2 * π), f.1 t * g.1 t) + 1 / 2 * (f.2 * g.2)
```

Q: So the equal weighting is put in by definition.

A: It is. The group average that I described motivates `pairing`, and the file does not construct that average. The labels come next. `ℕ+` is the type of positive integers, so the table contains no `E` label with index zero, although the function `E` itself accepts zero.

```lean
/-- Labels of the characters Σ⁺, Σ⁻ and E_m with `m ≥ 1`. -/
inductive Irrep
  | sigmaPlus
  | sigmaMinus
  | E (m : ℕ+)
  deriving DecidableEq

/-- The character table of C∞v. -/
def chi : Irrep → ClassFn
  | .sigmaPlus => sigmaPlus
  | .sigmaMinus => sigmaMinus
  | .E m => E (m : ℕ)
```

Q: The type is called `Irrep`. Is irreducibility proved, or that the list is complete?

A: Neither; the name follows the physics. The link to representations is a computation of traces. In the two-dimensional representation, the rotation by $t$ acts as a plane rotation by $mt$, and a reflection acts as such a rotation times the mirror matrix $\mathrm{diag}(1,-1)$.

```lean
/-- The matrix of a rotation of the plane by the angle `t`. -/
def rot (t : ℝ) : Matrix (Fin 2) (Fin 2) ℝ :=
  !![Real.cos t, -Real.sin t; Real.sin t, Real.cos t]

/-- The values of E_m are the traces of the plane rotation by `m t` and of that rotation
combined with a mirror reflection. -/
theorem E_eq_trace (m : ℕ) (t : ℝ) :
    (rot (m * t)).trace = (E m).1 t ∧
      (rot (m * t) * !![1, 0; 0, -1]).trace = (E m).2 := by
  constructor
  · simp only [rot, E, Matrix.trace_fin_two_of]
    ring
  · simp [rot, E, Matrix.trace_fin_two]
```

The first trace is $\cos mt+\cos mt$ and the second is $\cos mt-\cos mt=0$. The theorem states these two values for every $m$ and $t$. That the matrices multiply as the group does is left to the reader.

Q: Now the product rule. Why does it carry the hypothesis `m ≤ n`?

A: Because `n - m` is subtraction of natural numbers, which stops at zero. Leave the hypothesis out and the formula looks unchanged but is false: for $m=2$, $n=1$ it would read $E_2E_1=E_0+E_3$, whereas the correct product is $E_1+E_3$.

```lean
/-- The product of two E characters is the sum of the E characters at the difference and at the
sum of their indices. -/
theorem E_mul_E {m n : ℕ} (h : m ≤ n) : E m * E n = E (n - m) + E (n + m) := by
  refine Prod.ext (funext fun t => ?_) ?_
  · change 2 * Real.cos (m * t) * (2 * Real.cos (n * t)) =
      2 * Real.cos (((n - m : ℕ) : ℝ) * t) + 2 * Real.cos (((n + m : ℕ) : ℝ) * t)
    rw [Nat.cast_sub h, Nat.cast_add, sub_mul, add_mul, Real.cos_sub, Real.cos_add]
    ring
  · change (0 : ℝ) * 0 = 0 + 0
    norm_num
```

The proof splits the equality of pairs into a rotation part and a reflection part. In the rotation part, `Nat.cast_sub h` turns the truncated difference into the real number $n-m$, `Real.cos_sub` and `Real.cos_add` expand the right-hand side, and `ring` cancels the sine terms. The square then comes from $m=n$ and the splitting of $E_0$, which is `h0` in the proof.

```lean
/-- The square of E_m is the sum of Σ⁺, Σ⁻ and E_(2m). -/
theorem E_mul_self (m : ℕ) : E m * E m = sigmaPlus + sigmaMinus + E (2 * m) := by
  -- at index zero the E character splits into the two Σ characters
  have h0 : E 0 = sigmaPlus + sigmaMinus := by
    refine Prod.ext (funext fun t => ?_) ?_
    · change 2 * Real.cos (((0 : ℕ) : ℝ) * t) = 1 + 1
      rw [Nat.cast_zero, zero_mul, Real.cos_zero]
      norm_num
    · change (0 : ℝ) = 1 + -1
      norm_num
  rw [E_mul_E le_rfl, Nat.sub_self, h0, two_mul]
```

Q: So my CO states are `E_mul_self 1`.

A: As far as symmetry goes. For electronic structure, this gives the spatial symmetry labels of a configuration whose only open shells are two different π shells, each with one electron or one hole, in a linear molecule without an inversion centre, with fixed nuclei and spin-orbit coupling neglected, and it says nothing about their energies.

Q: How does Lean handle the integral?

A: As we did by hand. It checks that $\sin(kt)/k$ has derivative $\cos kt$, applies the fundamental theorem of calculus, and uses that the sine vanishes at integer multiples of $\pi$. The hypothesis `k ≠ 0` is what permits the division by $k$.

```lean
/-- The integral of `cos (k t)` over a full turn vanishes for every positive integer `k`. -/
theorem integral_cos_turn {k : ℕ} (hk : k ≠ 0) :
    ∫ t in (0 : ℝ)..(2 * π), Real.cos (k * t) = 0 := by
  have hk' : (k : ℝ) ≠ 0 := Nat.cast_ne_zero.mpr hk
  have hd : ∀ t ∈ Set.uIcc (0 : ℝ) (2 * π),
      HasDerivAt (fun t : ℝ => Real.sin (k * t) / k) (Real.cos (k * t)) t := by
    intro t _
    have h1 : HasDerivAt (fun t : ℝ => (k : ℝ) * t) k t := by
      simpa using (hasDerivAt_id t).const_mul (k : ℝ)
    exact (h1.sin.div_const (k : ℝ)).congr_deriv (mul_div_cancel_right₀ _ hk')
  have hsin : Real.sin (k * (2 * π)) = 0 := by
    rw [show (k : ℝ) * (2 * π) = ((2 * k : ℕ) : ℝ) * π by push_cast; ring]
    exact Real.sin_nat_mul_pi _
  rw [intervalIntegral.integral_eq_sub_of_hasDerivAt hd
    (Continuous.intervalIntegrable (by fun_prop) _ _)]
  simp only [hsin, mul_zero, Real.sin_zero, zero_div, sub_zero]
```

The two lemmas on pairs of the form $(1,s)$ follow. The first evaluates the mean of a constant, and the second uses the vanishing integral.

```lean
/-- Two characters equal to one on all rotations have a scalar product fixed by their
reflection values. -/
theorem pairing_sigma (s u : ℝ) :
    pairing (fun _ => 1, s) (fun _ => 1, u) = 1 / 2 + 1 / 2 * (s * u) := by
  have hp : (2 * π) ≠ 0 := by positivity
  simp only [pairing, mul_one, intervalIntegral.integral_const, smul_eq_mul, sub_zero]
  rw [one_div_mul_cancel hp, mul_one]

/-- A character equal to one on all rotations is orthogonal to E_m for `m ≥ 1`. -/
theorem pairing_sigma_E (s : ℝ) {m : ℕ} (hm : m ≠ 0) :
    pairing (fun _ => 1, s) (E m) = 0 := by
  simp only [pairing, E, one_mul, intervalIntegral.integral_const_mul, integral_cos_turn hm,
    mul_zero, add_zero]
```

Q: And the overlap of two E characters?

A: The step `wlog h : m ≤ n` is our appeal to symmetry, supported by `comm`, which says that the scalar product is symmetric. Then `h1` replaces the product of characters by the sum from `E_mul_E`, and `hz` removes every term with nonzero index. The case distinction on `m = n` decides whether the difference term survives.

```lean
/-- The characters E_m with `m ≥ 1` are orthonormal. -/
theorem pairing_E_E {m n : ℕ} (hm : m ≠ 0) (hn : n ≠ 0) :
    pairing (E m) (E n) = if m = n then 1 else 0 := by
  have comm : ∀ f g : ClassFn, pairing f g = pairing g f := by
    intro f g
    have h : (fun t => f.1 t * g.1 t) = fun t => g.1 t * f.1 t :=
      funext fun t => mul_comm _ _
    unfold pairing
    rw [h, mul_comm f.2 g.2]
  wlog h : m ≤ n generalizing m n
  · rw [comm, this hn hm (by omega)]
    simp only [eq_comm]
  -- the product rule reduces the overlap to integrals of single cosines
  have h1 : ∀ t, (E m).1 t * (E n).1 t = (E (n - m)).1 t + (E (n + m)).1 t :=
    fun t => congrFun (congrArg Prod.fst (E_mul_E h)) t
  have hc : ∀ k : ℕ, IntervalIntegrable (E k).1 MeasureTheory.volume 0 (2 * π) := by
    intro k
    refine Continuous.intervalIntegrable ?_ _ _
    unfold E
    fun_prop
  have hz : ∀ k : ℕ, k ≠ 0 → ∫ t in (0 : ℝ)..(2 * π), (E k).1 t = 0 := by
    intro k hk
    simp only [E, intervalIntegral.integral_const_mul, integral_cos_turn hk, mul_zero]
  unfold pairing
  simp only [h1]
  rw [intervalIntegral.integral_add (hc _) (hc _), hz (n + m) (by omega)]
  by_cases he : m = n
  · subst he
    have hp : π ≠ 0 := Real.pi_ne_zero
    simp [E]
    field_simp
  · rw [hz (n - m) (by omega), if_neg he]
    simp [E]
```

Q: Would it fail at index zero?

A: Yes. $\langle E_0,E_0\rangle=\frac12\cdot4=2$, as expected for a sum of two different orthonormal characters. The formula fails only when both indices are zero, so one nonzero index would be enough. The theorem asks for two because that is the case needed for the table, where `ℕ+` keeps out the reducible $E_0$. The statement for the whole table collects the nine combinations of label types.

```lean
/-- The characters Σ⁺, Σ⁻ and E_m with `m ≥ 1` are orthonormal. -/
theorem chi_orthonormal (a b : Irrep) :
    pairing (chi a) (chi b) = if a = b then 1 else 0 := by
  have comm : ∀ f g : ClassFn, pairing f g = pairing g f := by
    intro f g
    have h : (fun t => f.1 t * g.1 t) = fun t => g.1 t * f.1 t :=
      funext fun t => mul_comm _ _
    unfold pairing
    rw [h, mul_comm f.2 g.2]
  have hpp : pairing sigmaPlus sigmaPlus = 1 := (pairing_sigma 1 1).trans (by norm_num)
  have hpm : pairing sigmaPlus sigmaMinus = 0 := (pairing_sigma 1 (-1)).trans (by norm_num)
  have hmm : pairing sigmaMinus sigmaMinus = 1 :=
    (pairing_sigma (-1) (-1)).trans (by norm_num)
  have hpE : ∀ m : ℕ+, pairing sigmaPlus (E m) = 0 := fun m => pairing_sigma_E 1 m.ne_zero
  have hmE : ∀ m : ℕ+, pairing sigmaMinus (E m) = 0 :=
    fun m => pairing_sigma_E (-1) m.ne_zero
  rcases a with _ | _ | m <;> rcases b with _ | _ | n
  · simp [chi, hpp]
  · simp [chi, hpm]
  · simp [chi, hpE]
  · simp [chi, comm sigmaMinus sigmaPlus, hpm]
  · simp [chi, hmm]
  · simp [chi, hmE]
  · simp [chi, comm (E m) sigmaPlus, hpE]
  · simp [chi, comm (E m) sigmaMinus, hmE]
  · simp [chi, pairing_E_E m.ne_zero n.ne_zero]
```

Q: In practice I have a reducible character and want to know how often Π occurs in it. Does orthonormality as stated give me that?

A: With linearity it does. Let $s$ now be a finite set of labels and let $c_b$ be a real coefficient for each label $b$. Write $\chi_b$ for the character with label $b$. For any label $a$,

$$\Big\langle\chi_a,\sum_{b\in s}c_b\chi_b\Big\rangle=\sum_{b\in s}c_b\langle\chi_a,\chi_b\rangle,$$

and on the right only $b=a$ can contribute. The result is $c_a$ if $a$ belongs to $s$, and zero otherwise. When the coefficients are multiplicities, the scalar product reads them off.

Q: Does the theorem tell me that my character has such an expansion?

A: No, the expansion is its starting point. For the atomic displacements of a linear molecule with $N$ atoms you can supply it directly: each atom contributes one displacement along the axis and a pair across it, so the character is $N\Sigma^++NE_1$.

In the proof, `h1` distributes the product over the sum in the rotation part, and `h2` writes the reflection value of the combination as a sum. The step `h4` exchanges the finite sum with the integral, which is allowed because the characters are continuous. This gives linearity as `h3`, and `chi_orthonormal` finishes the calculation.

```lean
/-- Reduction formula: the scalar product of a character of the table with a finite combination
of such characters is its coefficient in that combination. -/
theorem reduction_formula (s : Finset Irrep) (c : Irrep → ℝ) (a : Irrep) :
    pairing (chi a) (∑ b ∈ s, c b • chi b) = if a ∈ s then c a else 0 := by
  have hc : ∀ b, Continuous (chi b).1 := by
    intro b
    cases b <;> simp only [chi, sigmaPlus, sigmaMinus, E] <;> fun_prop
  have h1 : ∀ t, (chi a).1 t * (∑ b ∈ s, c b • chi b).1 t =
      ∑ b ∈ s, c b * ((chi a).1 t * (chi b).1 t) := by
    intro t
    simp only [Prod.fst_sum, Finset.sum_apply, Prod.smul_fst, Pi.smul_apply, smul_eq_mul,
      Finset.mul_sum]
    exact Finset.sum_congr rfl fun b _ => by ring
  have h2 : (∑ b ∈ s, c b • chi b).2 = ∑ b ∈ s, c b * (chi b).2 := by
    simp only [Prod.snd_sum, Prod.smul_snd, smul_eq_mul]
  -- the scalar product is linear in the combination
  have h3 : pairing (chi a) (∑ b ∈ s, c b • chi b) =
      ∑ b ∈ s, c b * pairing (chi a) (chi b) := by
    unfold pairing
    simp only [h1, h2]
    have h4 : ∫ t in (0 : ℝ)..(2 * π), ∑ b ∈ s, c b * ((chi a).1 t * (chi b).1 t) =
        ∑ b ∈ s, ∫ t in (0 : ℝ)..(2 * π), c b * ((chi a).1 t * (chi b).1 t) := by
      refine intervalIntegral.integral_finsetSum ?_
      intro b _
      have hb : Continuous fun t => c b * ((chi a).1 t * (chi b).1 t) :=
        continuous_const.mul ((hc a).mul (hc b))
      exact hb.intervalIntegrable _ _
    rw [h4]
    simp only [intervalIntegral.integral_const_mul, Finset.mul_sum, ← Finset.sum_add_distrib]
    exact Finset.sum_congr rfl fun b _ => by ring
  rw [h3]
  simp [chi_orthonormal]

end

end LinearMoleculeCharacters
```

```lean
#print axioms LinearMoleculeCharacters.E_eq_trace
#print axioms LinearMoleculeCharacters.E_mul_self
#print axioms LinearMoleculeCharacters.chi_orthonormal
#print axioms LinearMoleculeCharacters.reduction_formula
```

```
'LinearMoleculeCharacters.E_eq_trace' depends on axioms: [propext, Classical.choice, Quot.sound]
'LinearMoleculeCharacters.E_mul_self' depends on axioms: [propext, Classical.choice, Quot.sound]
'LinearMoleculeCharacters.chi_orthonormal' depends on axioms: [propext, Classical.choice, Quot.sound]
'LinearMoleculeCharacters.reduction_formula' depends on axioms: [propext, Classical.choice, Quot.sound]
```

Q: With strong spin-orbit coupling I also need half-integer angular momenta along the axis. Does the argument survive?

A: It does, with one change, though this extension is my own calculation and is absent from the file. For half-odd $j$ the character is $2\cos jt$ on rotations and zero on reflections. It changes sign after a full turn, so the group is replaced by its double group, whose average takes the angular mean over $4\pi$. The cosine formulas are unchanged, and with them the product rule and the orthonormality. For two spins one half they give

$$E_{1/2}E_{1/2}=\Sigma^++\Sigma^-+E_1 .$$

The singlet is Σ⁺, the triplet component with zero projection on the axis is Σ⁻, and the other two triplet components form $E_1$.
